# The Dirac current depends only on the blocks that couple large and small components

For each Dirac matrix α_k and any complex 4 by 4 matrix D on spinors, `direct_current` states that tr(α_k D) = tr(σ_k (D_LS + D_SL)), where D_LS and D_SL are the off-diagonal blocks of D, between large and small components. If D is the density matrix of a Dirac particle at a point, c times this trace is the k-th component of the particle current density there. The lemma itself is pure matrix algebra, and D need be neither Hermitian nor normalised. The attempt writes D in blocks, multiplies by α_k, and takes the trace as the sum of the traces of the two diagonal blocks.

As first written in Lean, the proof fails:

```lean
import Mathlib

open Matrix

namespace DirectCurrent

noncomputable section

/-- Complex 2 by 2 matrices, acting on the spin of one component (large or small). -/
abbrev Mat2 := Matrix (Fin 2) (Fin 2) ℂ

/-- Complex 4 by 4 matrices on Dirac spinors, with the large component first. -/
abbrev Mat4 := Matrix (Fin 2 ⊕ Fin 2) (Fin 2 ⊕ Fin 2) ℂ

/-- The three Pauli matrices. -/
def pauli : Fin 3 → Mat2 :=
  ![!![0, 1; 1, 0], !![0, -Complex.I; Complex.I, 0], !![1, 0; 0, -1]]

/-- The Dirac matrices `α_k`, which couple the large and small components through `σ_k`. -/
def alpha (k : Fin 3) : Mat4 := fromBlocks 0 (pauli k) (pauli k) 0

/-- The direct current `tr(α_k D)` equals `tr(σ_k (D_LS + D_SL))`. -/
theorem direct_current (k : Fin 3) (D : Mat4) :
    trace (alpha k * D) = trace (pauli k * (D.toBlocks₁₂ + D.toBlocks₂₁)) := by
  conv_lhs => rw [← fromBlocks_toBlocks D]
  rw [alpha, fromBlocks_multiply, trace_fromBlocks, Matrix.mul_add, trace_add]
  simp only [Matrix.zero_mul, zero_add, add_zero]
  exact add_comm _ _

end

end DirectCurrent
```

Lean reports:

```
Main.lean:26:34: error(lean.unknownIdentifier): Unknown identifier `trace_fromBlocks`
Main.lean:24:77: error: unsolved goals
k : Fin 3
D : Mat4
⊢ (fromBlocks (0 * toBlocks₁₁ D + pauli k * toBlocks₂₁ D) (0 * toBlocks₁₂ D + pauli k * toBlocks₂₂ D)
        (pauli k * toBlocks₁₁ D + 0 * toBlocks₂₁ D) (pauli k * toBlocks₁₂ D + 0 * toBlocks₂₂ D)).trace =
    (pauli k * (toBlocks₁₂ D + toBlocks₂₁ D)).trace
```

Cause. The first message says that Lean knows no lemma called `trace_fromBlocks`, even with the namespace `Matrix` open. The second follows from it: the goal shown is the one left after `alpha` and `fromBlocks_multiply` had been rewritten, with the trace of the block matrix still to be split. The repair proves the missing fact on the spot as `ht`, by writing the trace as a sum over the diagonal and splitting that sum between the two components, and rewrites with `ht` instead.

Moving `trace_add` from `rw` to `simp only` is also needed, though no message mentions it. `rw` would have used it only on the first trace of a sum it met, which is on the left, and the trace on the right would have stayed whole. `simp only` clears the zero terms on the left and splits the trace on the right, so the two sides differ only in the order of their terms, and `add_comm` closes the goal. The added comment has no effect on the proof.

The repair, with which the file compiles:

```diff
@@ -23,7 +23,11 @@
 theorem direct_current (k : Fin 3) (D : Mat4) :
     trace (alpha k * D) = trace (pauli k * (D.toBlocks₁₂ + D.toBlocks₂₁)) := by
+  -- the trace of a block matrix is the sum of the traces of its diagonal blocks
+  have ht : ∀ A B C E : Mat2, trace (fromBlocks A B C E) = trace A + trace E := by
+    intro A B C E
+    simp [Matrix.trace, Fintype.sum_sum_type]
   conv_lhs => rw [← fromBlocks_toBlocks D]
-  rw [alpha, fromBlocks_multiply, trace_fromBlocks, Matrix.mul_add, trace_add]
-  simp only [Matrix.zero_mul, zero_add, add_zero]
+  rw [alpha, fromBlocks_multiply, ht, Matrix.mul_add]
+  simp only [Matrix.zero_mul, zero_add, add_zero, trace_add]
   exact add_comm _ _
 
```
